# For τ > 0, the Cole-Davidson response has positive loss at every positive frequency exactly when 0 < b ≤ 2

**Question.** I want to model a dielectric that takes energy from a weak oscillating field at every positive frequency. I describe its relaxation by a Cole-Davidson term $(1-iw\tau)^{-b}$, with frequency $w$, relaxation time $\tau>0$ and a real exponent $b$. With fields varying as $e^{-iwt}$ and a positive amplitude in front of the term, absorption means a positive imaginary part. I believe this holds at all $w>0$ exactly when $0<b\le 2$. Can this be made rigorous, with the branch of the complex power fixed, and checked by machine?

**Answer.** Yes. The sign of the loss is the sign of a single sine, and the bound on $b$ comes from the range of its argument.

Put $x=w\tau$ and $\theta=\arctan x$. The number $1-ix$ has real part $1$, modulus $\sqrt{1+x^2}$ and principal argument $-\theta$. The principal power is $z^{-b}=e^{-b\operatorname{Log}z}$, so

$$(1-ix)^{-b}=(1+x^2)^{-b/2}\,e^{ib\theta},\qquad
\operatorname{Im}\,(1-ix)^{-b}=(1+x^2)^{-b/2}\sin(b\theta).$$

The prefactor is positive. For $w>0$ we have $0<\theta<\pi/2$, and every such angle occurs, at $w=\tan\theta/\tau$. There are four cases:

- If $0<b\le2$, then $0<b\theta\le2\theta<\pi$, so the loss is positive at every $w>0$.
- If $b>2$, take $\theta=2\pi/(b+2)$, which is below $\pi/2$ because $b+2>4$. Then $b\theta=2\pi b/(b+2)$ lies between $\pi$ and $2\pi$, since $b+2<2b$. The loss is negative there.
- If $b<0$, take $\theta=\pi/(2(1-b))$, which is below $\pi/2$ because $1-b>1$. Then $b\theta$ lies between $-\pi$ and $0$, and the loss is again negative.
- If $b=0$, the response is the constant $1$ and the loss vanishes.

Nonnegative loss at all $w>0$ therefore means $0\le b\le2$, and strictly positive loss means $0<b\le2$. For $b>2$ the loss also vanishes at $w=\tan(\pi/b)/\tau$, where $b\theta=\pi$.

This is the complete Lean file:

```lean
import Mathlib

open Real

namespace ColeDavidsonAbsorption

noncomputable section

/-- The Cole-Davidson response `(1 - i w τ)^(-b)` with relaxation time `τ`, exponent `b`
and frequency `w`, taken with the principal complex power. -/
def response (τ b w : ℝ) : ℂ :=
  (1 - Complex.I * (w : ℂ) * (τ : ℂ)) ^ (-(b : ℂ))

/-- The relaxation factor `1 - i x` has modulus `√(1 + x²)`. -/
theorem relaxation_norm (x : ℝ) : ‖1 - Complex.I * (x : ℂ)‖ = √(1 + x ^ 2) := by
  have hre : (1 - Complex.I * (x : ℂ)).re = 1 := by simp
  have him : (1 - Complex.I * (x : ℂ)).im = -x := by simp
  have hsq : ‖1 - Complex.I * (x : ℂ)‖ ^ 2 = 1 + x ^ 2 := by
    rw [Complex.sq_norm, Complex.normSq_apply, hre, him]
    ring
  rw [← hsq, Real.sqrt_sq (norm_nonneg _)]

/-- The relaxation factor `1 - i x` has phase `-arctan x`. -/
theorem relaxation_arg (x : ℝ) : (1 - Complex.I * (x : ℂ)).arg = -arctan x := by
  have hre : (1 - Complex.I * (x : ℂ)).re = 1 := by simp
  have him : (1 - Complex.I * (x : ℂ)).im = -x := by simp
  rw [Complex.arg_of_re_nonneg (by rw [hre]; norm_num), him, relaxation_norm,
    Real.arctan_eq_arcsin, neg_div, Real.arcsin_neg]

/-- The imaginary part of the Cole-Davidson response is
`(1 + (w τ)²)^(-b/2) sin (b arctan (w τ))`. -/
theorem response_im (τ b w : ℝ) :
    (response τ b w).im = (1 + (w * τ) ^ 2) ^ (-b / 2) * sin (b * arctan (w * τ)) := by
  have hx : 1 - Complex.I * (w : ℂ) * (τ : ℂ) = 1 - Complex.I * ((w * τ : ℝ) : ℂ) := by
    push_cast
    ring
  have hz : 1 - Complex.I * ((w * τ : ℝ) : ℂ) ≠ 0 := by
    intro h
    have h1 := congrArg Complex.re h
    simp at h1
  have hb : -(b : ℂ) = ((-b : ℝ) : ℂ) := by simp
  have hpos : (0 : ℝ) < 1 + (w * τ) ^ 2 := by positivity
  -- modulus and phase of the power come from the real and imaginary part of the logarithm
  have hre : (Complex.log (1 - Complex.I * ((w * τ : ℝ) : ℂ)) * ((-b : ℝ) : ℂ)).re
      = Real.log (1 + (w * τ) ^ 2) * (-b / 2) := by
    rw [Complex.re_mul_ofReal, Complex.log_re, relaxation_norm, Real.log_sqrt hpos.le]
    ring
  have him : (Complex.log (1 - Complex.I * ((w * τ : ℝ) : ℂ)) * ((-b : ℝ) : ℂ)).im
      = b * arctan (w * τ) := by
    rw [Complex.im_mul_ofReal, Complex.log_im, relaxation_arg]
    ring
  rw [response, hx, hb, Complex.cpow_def_of_ne_zero hz, Complex.exp_im, hre, him,
    Real.rpow_def_of_pos hpos]

/-- For `τ > 0` and `0 < b ≤ 2` the imaginary part of the response is strictly positive at every
positive frequency. -/
theorem absorption_pos {τ b w : ℝ} (hτ : 0 < τ) (hb : 0 < b) (hb2 : b ≤ 2) (hw : 0 < w) :
    0 < (response τ b w).im := by
  have hθ : 0 < arctan (w * τ) := Real.arctan_pos.2 (mul_pos hw hτ)
  have hθ2 : arctan (w * τ) < π / 2 := Real.arctan_lt_pi_div_two _
  -- the phase of the response stays between 0 and π
  have hphase : b * arctan (w * τ) ≤ 2 * arctan (w * τ) :=
    mul_le_mul_of_nonneg_right hb2 hθ.le
  rw [response_im]
  exact mul_pos (Real.rpow_pos_of_pos (by positivity) _)
    (Real.sin_pos_of_pos_of_lt_pi (mul_pos hb hθ) (by linarith))

/-- For `τ > 0`, every angle `θ` strictly between `0` and `π/2` is the value of `arctan (w τ)` at
the positive frequency `w = tan θ / τ`. -/
theorem frequency_of_phase {τ θ : ℝ} (hτ : 0 < τ) (h0 : 0 < θ) (h1 : θ < π / 2) :
    0 < tan θ / τ ∧ arctan (tan θ / τ * τ) = θ := by
  refine ⟨div_pos (Real.tan_pos_of_pos_of_lt_pi_div_two h0 h1) hτ, ?_⟩
  rw [div_mul_cancel₀ _ hτ.ne']
  exact Real.arctan_tan (by linarith) h1

/-- If `τ > 0` and either `b < 0` or `b > 2`, the imaginary part of the response is strictly
negative at some positive frequency. -/
theorem exists_gain {τ b : ℝ} (hτ : 0 < τ) (hb : b < 0 ∨ 2 < b) :
    ∃ w : ℝ, 0 < w ∧ (response τ b w).im < 0 := by
  have hπ := Real.pi_pos
  -- it suffices to find an angle `θ` between 0 and π/2 at which `sin (b * θ)` is negative
  suffices h : ∃ θ : ℝ, 0 < θ ∧ θ < π / 2 ∧ sin (b * θ) < 0 by
    obtain ⟨θ, h0, h1, hs⟩ := h
    obtain ⟨hw, ha⟩ := frequency_of_phase hτ h0 h1
    refine ⟨tan θ / τ, hw, ?_⟩
    rw [response_im, ha]
    exact mul_neg_of_pos_of_neg (Real.rpow_pos_of_pos (by positivity) _) hs
  rcases hb with hb | hb
  · have hd : 0 < 2 * (1 - b) := by linarith
    have hp : 0 < π * (-b) := mul_pos hπ (neg_pos.2 hb)
    have h0 : 0 < π / (2 * (1 - b)) := div_pos hπ hd
    refine ⟨π / (2 * (1 - b)), h0, ?_, ?_⟩
    · rw [div_lt_iff₀ hd]
      nlinarith
    · apply Real.sin_neg_of_neg_of_neg_pi_lt (mul_neg_of_neg_of_pos hb h0)
      rw [← mul_div_assoc, lt_div_iff₀ hd]
      nlinarith
  · have hd : 0 < b + 2 := by linarith
    have hp : 0 < π * (b - 2) := mul_pos hπ (sub_pos.2 hb)
    refine ⟨2 * π / (b + 2), by positivity, ?_, ?_⟩
    · rw [div_lt_iff₀ hd]
      nlinarith
    · have h1 : π < b * (2 * π / (b + 2)) := by
        rw [← mul_div_assoc, lt_div_iff₀ hd]
        nlinarith
      have h2 : b * (2 * π / (b + 2)) < 2 * π := by
        rw [← mul_div_assoc, div_lt_iff₀ hd]
        nlinarith
      have h3 := Real.sin_pos_of_pos_of_lt_pi (sub_pos.2 h1) (by linarith)
      rw [Real.sin_sub_pi] at h3
      linarith

/-- For `τ > 0`, the imaginary part of the response is nonnegative at all positive frequencies
exactly when `0 ≤ b ≤ 2`. -/
theorem absorption_nonneg_iff {τ : ℝ} (hτ : 0 < τ) (b : ℝ) :
    (∀ w : ℝ, 0 < w → 0 ≤ (response τ b w).im) ↔ 0 ≤ b ∧ b ≤ 2 := by
  constructor
  · intro h
    by_contra hb
    have hb' : b < 0 ∨ 2 < b := by
      by_contra hc
      push Not at hc
      exact hb hc
    obtain ⟨w, hw, hneg⟩ := exists_gain hτ hb'
    exact absurd (h w hw) (not_le_of_gt hneg)
  · rintro ⟨h0, h2⟩ w hw
    rcases h0.eq_or_lt with h | h
    · rw [response_im, ← h]
      simp
    · exact (absorption_pos hτ h h2 hw).le

/-- For `τ > 0`, the imaginary part of the Cole-Davidson response is strictly positive at all
positive frequencies exactly when `0 < b ≤ 2`. -/
theorem absorption_pos_iff {τ : ℝ} (hτ : 0 < τ) (b : ℝ) :
    (∀ w : ℝ, 0 < w → 0 < (response τ b w).im) ↔ 0 < b ∧ b ≤ 2 := by
  constructor
  · intro h
    obtain ⟨h0, h2⟩ := (absorption_nonneg_iff hτ b).1 fun w hw => (h w hw).le
    refine ⟨lt_of_le_of_ne h0 fun hb => ?_, h2⟩
    -- a vanishing exponent gives a constant real response
    have h1 := h 1 one_pos
    rw [response_im, ← hb] at h1
    simp at h1
  · rintro ⟨h0, h2⟩ w hw
    exact absorption_pos hτ h0 h2 hw

/-- For `τ > 0` and `b > 2` the frequency `tan (π/b) / τ` is positive, and the imaginary part of the
response vanishes there. -/
theorem absorption_zero {τ b : ℝ} (hτ : 0 < τ) (hb : 2 < b) :
    0 < tan (π / b) / τ ∧ (response τ b (tan (π / b) / τ)).im = 0 := by
  have hb0 : 0 < b := by linarith
  have h1 : π / b < π / 2 := by
    rw [div_lt_iff₀ hb0]
    nlinarith [mul_pos Real.pi_pos (sub_pos.2 hb)]
  obtain ⟨hw, ha⟩ := frequency_of_phase hτ (div_pos Real.pi_pos hb0) h1
  refine ⟨hw, ?_⟩
  rw [response_im, ha, mul_div_cancel₀ _ hb0.ne', Real.sin_pi, mul_zero]

end

end ColeDavidsonAbsorption
```

```lean
#print axioms ColeDavidsonAbsorption.absorption_pos_iff
#print axioms ColeDavidsonAbsorption.absorption_zero
```

```
'ColeDavidsonAbsorption.absorption_pos_iff' depends on axioms: [propext, Classical.choice, Quot.sound]
'ColeDavidsonAbsorption.absorption_zero' depends on axioms: [propext, Classical.choice, Quot.sound]
```

The main statement is `absorption_pos_iff`. It says that for a real `τ` with `0 < τ` and any real `b`, the imaginary part of `response τ b w` is positive for all real `w > 0` if and only if `0 < b ∧ b ≤ 2`. Your exponent is thus not assumed positive; its positivity is part of the conclusion. The definition `response` fixes both conventions: the minus sign in $1-iw\tau$, and Mathlib's complex power, which uses the principal logarithm. The response is normalised to $1$ at $w=0$. A positive amplitude or an added real background leaves the sign of the loss unchanged. The theorems concern one relaxation term and the sign of its loss; they say nothing about causality or sum rules.

The proof follows the calculation above. `relaxation_norm` and `relaxation_arg` give the modulus and argument of $1-ix$. `response_im` writes the power as the exponential of a logarithm, which is allowed because the base has real part $1$ and so is nonzero, and reads off the closed form. `absorption_pos` bounds the phase by $\pi$.

`frequency_of_phase` turns an angle into a frequency, so `exists_gain` only has to find an angle with negative sine. It uses the two angles given above, and `nlinarith` checks the inequalities that remain once the denominators are cleared. For $b>2$ the sign comes from $\sin(b\theta-\pi)=-\sin(b\theta)$. `absorption_nonneg_iff` combines these results, `absorption_pos_iff` then excludes $b=0$ by testing $w=1$, and `absorption_zero` gives, for $b>2$, a positive frequency at which the loss vanishes.

The hypothesis $\tau>0$ is needed. With $\tau=-1$, $b=1$ and $w=1$ the response is $1/(1+i)=(1-i)/2$, whose imaginary part is $-1/2$ although $b$ lies in the allowed range.

The usual Cole-Davidson range $0<b\le1$ lies inside the range found here. Suppose the exponent is left free in a fit to a dielectric spectrum, and a single Cole-Davidson term of positive amplitude is the only source of loss in the model. A fitted value $b>2$ then predicts gain at some positive frequency, even if that frequency lies outside the measured window. If the model has a further lossy term, such as a dc conductivity, that term can outweigh the negative loss, and the total has to be checked. For example, $b=3$ and $w\tau=2$ give $(1-2i)^{-3}=(-11-2i)/125$, with negative loss.
